# Exact values on a subspace of densities fix a differentiable functional's gradient there only up to a normal vector

Q: You model the training data as a whole linear subspace $M$ of grid densities, on which the learned functional $G$ equals the exact functional $F$ without error. My training sets are finite lists of densities. Why should I accept this?

A: Because it is the generous case. A $G$ that equals $F$ on all of $M$ also equals it at any finite sample from $M$, so whatever freedom remains here remains for your list too. The positive half, that slopes along $M$ are fixed, does use the whole subspace.

Q: What are the objects, before we argue about them?

A: A density on a grid is a vector $x$ in a real Hilbert space $E$; take $\mathbb R^n$ if you like. $F$ and $G$ are differentiable maps $E\to\mathbb R$. The gradient $\nabla F(x)$ is the vector whose inner product $\langle\nabla F(x),v\rangle$ with any $v$ is the slope of $F$ at $x$ along $v$. $M^\perp$ is the set of vectors orthogonal to $M$, and $P$ is the orthogonal projection onto $M$.

Q: Then show me by hand that the data fix anything about the gradient.

A: Take $x$ and $v$ in $M$. The line $x+tv$ stays in $M$, so $G(x+tv)=F(x+tv)$ for every real $t$. Differentiating at $t=0$ gives
$$\langle\nabla G(x),v\rangle=\langle\nabla F(x),v\rangle .$$
This holds for all $v\in M$, so $\nabla G(x)-\nabla F(x)\in M^\perp$.

Q: And that is the same as equal projections?

A: Yes. For any vectors $g,f$ and any $u\in M$ we have $\langle g-Pg,u\rangle=0$ and $\langle f-Pf,u\rangle=0$. If $Pg=Pf$, subtracting gives $\langle g-f,u\rangle=0$. Conversely, if $g-f\in M^\perp$, then
$$\langle g-Pf,u\rangle=\langle g-f,u\rangle+\langle f-Pf,u\rangle=0 .$$
Since $Pf$ lies in $M$ and leaves a residual orthogonal to $M$, it is the projection of $g$. Hence $P\nabla G(x)=P\nabla F(x)$.

Q: Now the freedom. How do you change the gradient without touching the data?

A: Pick $w\in M^\perp$ and set $G(x)=F(x)+\langle w,x\rangle$. On $M$ the added term is zero. Its slope along $v$ is $\langle w,v\rangle$ everywhere, so $\nabla G(x)=\nabla F(x)+w$ at every $x\in E$.

On a two-point grid, let the data be the uniform densities, $M=\{(s,s)\}$, and let $F(x)=x_1^2+x_2^2$. With $w=(c,-c)$ the functional $G(x)=F(x)+c(x_1-x_2)$ is exact on every uniform density, yet its gradient is $(2x_1+c,\,2x_2-c)$.

Q: My model would be symmetric under exchange of the two points. That rules out your $G$.

A: It does, unless $c=0$. The claim concerns all differentiable functionals; a symmetry, or training on gradients as well as values, is extra information and can remove some of the freedom.

Q: Fine. How does Lean represent the setting?

A: `E` is a real inner product space of any dimension.

```lean
import Mathlib

open Function

namespace LearnedFunctionalGradient

noncomputable section

variable {E : Type*} [NormedAddCommGroup E] [InnerProductSpace ℝ E]
```

The added linear term gets its own definition, with `inner ℝ w x` for $\langle w,x\rangle$.

```lean
/-- The functional `F` with a linear term `⟨w, x⟩` added. -/
def tilt (F : E → ℝ) (w : E) (x : E) : ℝ := F x + inner ℝ w x
```

Its derivative follows from the sum rule, since a continuous linear form is its own derivative. Here `fderiv ℝ F x` is the derivative as a linear map on directions, and `innerSL ℝ w` is the form $\langle w,\cdot\rangle$.

```lean
/-- Where `F` is differentiable, the derivative of the tilted functional is that of `F` plus the
linear form `⟨w, ·⟩`. -/
theorem hasFDerivAt_tilt {F : E → ℝ} {x : E} (hF : DifferentiableAt ℝ F x) (w : E) :
    HasFDerivAt (tilt F w) (fderiv ℝ F x + innerSL ℝ w) x :=
  hF.hasFDerivAt.fun_add (innerSL ℝ w).hasFDerivAt
```

Q: Where is the projection?

A: `M.starProjection` is $P$, as a map from $E$ to itself. The hypothesis `M.HasOrthogonalProjection` says that $P$ exists, which is automatic on a finite grid. The next lemma is the equivalence we just derived: `a` and `b` are the two residual identities, `c` is the orthogonality of $g-f$, and `linarith` does the adding and subtracting.

```lean
/-- Two vectors have the same projection onto `M` exactly when their difference is
orthogonal to `M`. -/
theorem projection_eq_iff (M : Submodule ℝ E) [M.HasOrthogonalProjection] (g f : E) :
    M.starProjection g = M.starProjection f ↔ g - f ∈ Mᗮ := by
  constructor
  · intro h
    rw [Submodule.mem_orthogonal']
    intro u hu
    have a := M.starProjection_inner_eq_zero g u hu
    have b := M.starProjection_inner_eq_zero f u hu
    rw [h] at a
    rw [inner_sub_left] at a b ⊢
    linarith
  · intro h
    apply Submodule.eq_starProjection_of_mem_of_inner_eq_zero (M.starProjection_apply_mem f)
    intro u hu
    have b := M.starProjection_inner_eq_zero f u hu
    have c := (Submodule.mem_orthogonal' M (g - f)).1 h u hu
    rw [inner_sub_left] at b c ⊢
    linarith
```

Q: A derivative is a linear map, but a gradient is a vector. Which inner product turns one into the other?

A: The one on `E`, and the choice matters for units. On a uniform grid with cell volume $h$, the plain dot product makes the gradient the list of partial derivatives, which is $h$ times the discretised functional derivative. Weighting the inner product by $h$ gives the functional derivative itself. The theorems hold for either, with projection and orthogonality taken in the same inner product. From here on `E` is assumed complete, so that every continuous linear form comes from a vector.

```lean
variable [CompleteSpace E]

/-- The inner product of the gradient of `F` at `x` with `v` is the derivative `fderiv ℝ F x`
applied to `v`. -/
theorem inner_gradient (F : E → ℝ) (x v : E) :
    inner ℝ (gradient F x) v = fderiv ℝ F x v := by
  unfold gradient
  exact InnerProductSpace.toDual_symm_apply
```

Q: And the argument along the line?

A: It appears almost word for word. `dF` and `dG` are the derivatives of $t\mapsto F(x+tv)$ and $t\mapsto G(x+tv)$ at $t=0$. The equation `e` says that these are the same function of $t$, because the line lies in $M$. A function has only one derivative at a point, so the slopes agree.

```lean
/-- If two functionals agree on `M` and are differentiable at a point of `M`, their gradients there
have equal inner products with every vector of `M`. -/
theorem tangential_slope_eq {M : Submodule ℝ E} {F G : E → ℝ} {x v : E}
    (hF : DifferentiableAt ℝ F x) (hG : DifferentiableAt ℝ G x)
    (h : Set.EqOn G F M) (hx : x ∈ M) (hv : v ∈ M) :
    inner ℝ (gradient G x) v = inner ℝ (gradient F x) v := by
  rw [inner_gradient, inner_gradient]
  have dF : HasDerivAt (fun t : ℝ => F (x + t • v)) (fderiv ℝ F x v) 0 :=
    hF.hasFDerivAt.hasLineDerivAt v
  have dG : HasDerivAt (fun t : ℝ => G (x + t • v)) (fderiv ℝ G x v) 0 :=
    hG.hasFDerivAt.hasLineDerivAt v
  -- the whole line x + t v lies in M, so both restrictions are the same function of t
  have e : (fun t : ℝ => G (x + t • v)) = fun t : ℝ => F (x + t • v) :=
    funext fun t => h (M.add_mem hx (M.smul_mem t hv))
  rw [e] at dG
  exact dG.unique dF
```

Q: Now read me the main theorem as physics.

A: It has two parts, joined by `∧`. First, for every differentiable `G` with `Set.EqOn G F M`, meaning $G=F$ on $M$, the projected gradients of $G$ and $F$ are equal at each point of $M$. Second, for every `w ∈ Mᗮ` there is a differentiable `G`, again equal to $F$ on $M$, with gradient $\nabla F+w$ at all points of $E$, on and off the data.

The proof of the first part turns equal projections into orthogonality and applies the slope lemma. The second part supplies `tilt F w`, checks that the linear term vanishes on $M$, and identifies the gradient by comparing inner products with every $v$, which is what `ext_inner_right` permits.

```lean
/-- Let `F` be differentiable. Every differentiable functional equal to `F` on the data space `M`
has the same projected gradient at points of `M`, while for each `w` orthogonal to `M` some such
functional has gradient `∇F + w` everywhere. -/
theorem data_fix_only_projected_gradient (M : Submodule ℝ E) [M.HasOrthogonalProjection]
    {F : E → ℝ} (hF : Differentiable ℝ F) :
    (∀ G : E → ℝ, Differentiable ℝ G → Set.EqOn G F M →
      ∀ x ∈ M, M.starProjection (gradient G x) = M.starProjection (gradient F x)) ∧
    (∀ w ∈ Mᗮ, ∃ G : E → ℝ, Differentiable ℝ G ∧ Set.EqOn G F M ∧
      ∀ x, gradient G x = gradient F x + w) := by
  constructor
  · intro G hG h x hx
    rw [projection_eq_iff, Submodule.mem_orthogonal']
    intro v hv
    rw [inner_sub_left, tangential_slope_eq (hF x) (hG x) h hx hv, sub_self]
  · intro w hw
    refine ⟨tilt F w, fun x => (hasFDerivAt_tilt (hF x) w).differentiableAt, ?_, ?_⟩
    · -- the added linear term vanishes on M
      intro y hy
      have h0 := (Submodule.mem_orthogonal' M w).1 hw y hy
      simp only [tilt, h0, add_zero]
    · intro x
      refine ext_inner_right ℝ fun v => ?_
      rw [inner_gradient, (hasFDerivAt_tilt (hF x) w).fderiv, inner_add_left, inner_gradient]
      rfl
```

Q: What if $M$ is everything, or almost nothing?

A: If $M=E$, the only normal vector is $w=0$ and the gradient is fully determined. If $M=\{0\}$, the data are one value at the zero density, every projection is zero, and the gradient there is unrestricted.

Q: You have shown that normal shifts are possible. Are they the only possible errors at a data point?

A: Yes. At $x\in M$, a vector $g$ is the gradient of some differentiable functional exact on $M$ if and only if $Pg=P\nabla F(x)$. One direction is the first part of the theorem. For the other, put $w=g-\nabla F(x)$; equal projections make it normal to $M$, and the tilted functional has gradient $\nabla F(x)+w=g$ at $x$.

```lean
/-- Let `F` be differentiable. At a point of `M`, a vector `g` is the gradient of some
differentiable functional equal to `F` on `M` exactly when `g` and `∇F` have the same projection
onto `M`. -/
theorem attainable_gradient_iff (M : Submodule ℝ E) [M.HasOrthogonalProjection]
    {F : E → ℝ} (hF : Differentiable ℝ F) {x : E} (hx : x ∈ M) (g : E) :
    (∃ G : E → ℝ, Differentiable ℝ G ∧ Set.EqOn G F M ∧ gradient G x = g) ↔
      M.starProjection g = M.starProjection (gradient F x) := by
  constructor
  · rintro ⟨G, hG, h, rfl⟩
    exact (data_fix_only_projected_gradient M hF).1 G hG h x hx
  · intro h
    obtain ⟨G, hG, hE, hgrad⟩ :=
      (data_fix_only_projected_gradient M hF).2 _ ((projection_eq_iff M _ _).1 h)
    refine ⟨G, hG, hE, ?_⟩
    rw [hgrad x]
    abel
```

Q: How bad can the error be?

A: As large as you like, if $M\neq E$. Some $z$ then lies outside $M$, and $z-Pz$ is a nonzero normal vector. Take any nonzero $v\in M^\perp$ and, for $C\ge0$, set $w=Cv/\|v\|$. The tilted functional has $\|\nabla G(x)-\nabla F(x)\|=\|w\|=C$ at every $x$, with no error at all in the values on $M$. In Lean, `hM` is the condition $M\neq E$, and the final rewriting computes the norm of the rescaled vector.

```lean
/-- If `F` is differentiable and the data space `M` is not the whole space, then for every `C ≥ 0`
some differentiable functional equal to `F` on `M` has a gradient error of norm `C` at every point.
-/
theorem gradient_error_arbitrary (M : Submodule ℝ E) [M.HasOrthogonalProjection]
    (hM : M ≠ ⊤) {F : E → ℝ} (hF : Differentiable ℝ F) {C : ℝ} (hC : 0 ≤ C) :
    ∃ G : E → ℝ, Differentiable ℝ G ∧ Set.EqOn G F M ∧
      ∀ x, ‖gradient G x - gradient F x‖ = C := by
  have hbot : Mᗮ ≠ ⊥ := fun h => hM (Submodule.orthogonal_eq_bot_iff.1 h)
  obtain ⟨v, hv, hv0⟩ := Submodule.exists_mem_ne_zero_of_ne_bot hbot
  -- rescale a normal direction to length C
  obtain ⟨G, hG, hE, hgrad⟩ :=
    (data_fix_only_projected_gradient M hF).2 _ (Mᗮ.smul_mem (C / ‖v‖) hv)
  refine ⟨G, hG, hE, fun x => ?_⟩
  rw [hgrad x, add_sub_cancel_left, norm_smul, Real.norm_eq_abs,
    abs_of_nonneg (div_nonneg hC (norm_nonneg v)),
    div_mul_cancel₀ _ (norm_ne_zero_iff.mpr hv0)]
```

Q: Why should someone running orbital-free calculations care?

A: Because the density is found from the gradient of the energy. For data that are exact on a linear subspace $M\neq E$, a perfect fit to the energies still puts no bound on the normal part of the force that drives an unconstrained minimisation. One remedy is to discard that part:
$$x_{k+1}=x_k-\eta\,P\nabla F(x_k),$$
where $\eta$ is the step length.

```lean
/-- One step of projected gradient descent with step length `η`. -/
def projectedStep (M : Submodule ℝ E) [M.HasOrthogonalProjection] (η : ℝ) (F : E → ℝ)
    (x : E) : E :=
  x - η • M.starProjection (gradient F x)
```

Q: Does the learned functional then follow the same path as the exact one?

A: Exactly the same, if the start $x_0$ is in $M$. Suppose both sequences have reached the same $x_k\in M$. The projected gradients agree there, so both take the same step; the step is a multiple of a vector in $M$, so $x_{k+1}\in M$ too. The Lean proof is this induction on `k`, with `(projectedStep M η F)^[k] x` for the iterate $x_k$ started from $x_0=$ `x`. It carries both facts along, membership in `hmem` and equality in `heq`.

```lean
/-- Projected gradient descent started in `M` stays in `M` and gives the same iterates for
any two differentiable functionals that agree on `M`. -/
theorem projected_descent_eq (M : Submodule ℝ E) [M.HasOrthogonalProjection] (η : ℝ)
    {F G : E → ℝ} (hF : Differentiable ℝ F) (hG : Differentiable ℝ G)
    (h : Set.EqOn G F M) {x : E} (hx : x ∈ M) (k : ℕ) :
    (projectedStep M η F)^[k] x ∈ M ∧
      (projectedStep M η G)^[k] x = (projectedStep M η F)^[k] x := by
  induction k with
  | zero => exact ⟨hx, rfl⟩
  | succ k ih =>
    obtain ⟨hmem, heq⟩ := ih
    rw [iterate_succ_apply', iterate_succ_apply', heq]
    constructor
    · exact M.sub_mem hmem (M.smul_mem η (M.starProjection_apply_mem _))
    · -- equal projected gradients give equal updates
      exact congrArg (fun p => (projectedStep M η F)^[k] x - η • p)
        ((data_fix_only_projected_gradient M hF).1 G hG h _ hmem)

end

end LearnedFunctionalGradient
```

```lean
#print axioms LearnedFunctionalGradient.data_fix_only_projected_gradient
-- 'LearnedFunctionalGradient.data_fix_only_projected_gradient' depends on axioms: [propext, Classical.choice, Quot.sound]
#print axioms LearnedFunctionalGradient.attainable_gradient_iff
-- 'LearnedFunctionalGradient.attainable_gradient_iff' depends on axioms: [propext, Classical.choice, Quot.sound]
#print axioms LearnedFunctionalGradient.gradient_error_arbitrary
-- 'LearnedFunctionalGradient.gradient_error_arbitrary' depends on axioms: [propext, Classical.choice, Quot.sound]
#print axioms LearnedFunctionalGradient.projected_descent_eq
-- 'LearnedFunctionalGradient.projected_descent_eq' depends on axioms: [propext, Classical.choice, Quot.sound]
```

Q: Same path, but is it a good path?

A: The theorem doesn't say. It holds for any real $\eta$ and promises neither convergence nor a lower energy. Even a converged run only looks for a stationary point within $M$, and the true ground-state density may lie elsewhere.

Q: What does the step look like in a program?

A: With the plain dot product, store an orthonormal basis of $M$ as the columns of a matrix $U$. Then $P=UU^{\mathsf T}$, and in Python the update reads `x = x - eta * U @ (U.T @ grad)`, where `grad` is the gradient of the learned model at `x`. There is no need to form the full matrix $P$. If the energy also has terms that you know exactly, such as the external potential energy, add them to both $F$ and $G$: the sums still agree on $M$, and as long as those terms are differentiable, the theorem applies to the total energies.

Q: One last objection. My densities are nonnegative and all have the same electron number. A linear subspace contains the zero density and, unless it is trivial, negative ones.

A: That is a real idealisation, as is having $F$ defined and differentiable on all of $E$. The electron number can be handled by a different model: let the data fill a shifted subspace $a+V$, where $a$ is a reference density and $V$ contains only directions that leave the electron number unchanged. The line argument then works for $v\in V$, the projection is onto $V$, and the tilt becomes $\langle w,x-a\rangle$ with $w\in V^\perp$, so that it vanishes on the data.

The change has a familiar reading. If $V$ contains all number-conserving directions on a uniform grid, then $V^\perp$ consists of the constant vectors, and the data leave the gradient free only by an additive constant. That is the usual freedom of a functional derivative at fixed electron number, where a constant can be absorbed into the chemical potential.
